# Negative potential outside a unit point charge neutralised by a uniform shell, for kernels f(s)/s with f strictly convex

A unit point charge sits at the centre of a uniform spherical shell of radius `a` and total charge minus one, and charges interact through the kernel f(s)/s at distance s. The lemma says that the potential at a distance `R` from the centre, with 0 < `a` < `R`, is negative if f is continuous and is strictly convex on the interval from `R - a` to `R + a`. The proof pairs the distances `R - t` and `R + t`, where strict convexity makes the sum of the two values of f exceed 2f(R). Integrating over t from 0 to `a` shows that the integral of f over the whole interval exceeds 2a f(R), and the preceding formula for the potential then gives the sign.

Lean 4 with Mathlib refuses this proof:

```lean
import Mathlib

open Set

namespace NeutralShell

noncomputable section

/-- Distance from a field point at radius `R` on the polar axis to a point of the sphere of
radius `a` at polar angle `θ`. -/
def shellDistance (a R θ : ℝ) : ℝ := √(R ^ 2 + a ^ 2 - 2 * a * R * Real.cos θ)

/-- Potential at radius `R` of a unit charge spread uniformly over the sphere of radius `a`,
for the interaction kernel `f(s)/s`, with `R > a > 0`. -/
def shellPotential (f : ℝ → ℝ) (a R : ℝ) : ℝ :=
  (1 / 2) * ∫ θ in (0 : ℝ)..Real.pi,
    f (shellDistance a R θ) / shellDistance a R θ * Real.sin θ

/-- Potential at radius `R` of a unit point charge at the origin minus a unit uniform shell of
radius `a`, for the kernel `f(s)/s`, with `R > a > 0`. -/
def neutralPotential (f : ℝ → ℝ) (a R : ℝ) : ℝ := f R / R - shellPotential f a R

/-- Outside the shell, for continuous `f`, the potential of the neutral system is `f(R)/R` minus
`1/(2aR)` times the integral of `f` over the distances from `R - a` to `R + a`. -/
theorem neutralPotential_eq {f : ℝ → ℝ} (hf : Continuous f) {a R : ℝ} (ha : 0 < a)
    (haR : a < R) :
    neutralPotential f a R = f R / R - 1 / (2 * a * R) * ∫ s in (R - a)..(R + a), f s := by
  have hR : 0 < R := ha.trans haR
  have hpos : ∀ θ, 0 < R ^ 2 + a ^ 2 - 2 * a * R * Real.cos θ := fun θ => by
    nlinarith [mul_nonneg (mul_pos ha hR).le (sub_nonneg.2 (Real.cos_le_one θ)),
      pow_pos (sub_pos.2 haR) 2]
  have hd : ∀ θ, 0 < shellDistance a R θ := fun θ => Real.sqrt_pos.2 (hpos θ)
  have hderiv : ∀ θ, HasDerivAt (shellDistance a R)
      (a * R * Real.sin θ / shellDistance a R θ) θ := fun θ => by
    have h1 : HasDerivAt (fun t => R ^ 2 + a ^ 2 - 2 * a * R * Real.cos t)
        (2 * (a * R * Real.sin θ)) θ :=
      (((Real.hasDerivAt_cos θ).const_mul (2 * a * R)).const_sub (R ^ 2 + a ^ 2)).congr_deriv
        (by ring)
    exact (h1.sqrt (hpos θ).ne').congr_deriv (mul_div_mul_left _ _ two_ne_zero)
  have hc : Continuous (shellDistance a R) :=
    continuous_iff_continuousAt.2 fun θ => (hderiv θ).continuousAt
  have hc' : Continuous (fun θ => a * R * Real.sin θ / shellDistance a R θ) :=
    (continuous_const.mul Real.continuous_sin).div hc fun θ => (hd θ).ne'
  have h0 : shellDistance a R 0 = R - a := by
    unfold shellDistance
    rw [Real.cos_zero, show R ^ 2 + a ^ 2 - 2 * a * R * 1 = (R - a) ^ 2 by ring,
      Real.sqrt_sq (by linarith)]
  have hpi : shellDistance a R Real.pi = R + a := by
    unfold shellDistance
    rw [Real.cos_pi, show R ^ 2 + a ^ 2 - 2 * a * R * (-1) = (R + a) ^ 2 by ring,
      Real.sqrt_sq (by linarith)]
  -- change variables from the polar angle to the distance
  have hsub := intervalIntegral.integral_comp_mul_deriv (a := 0) (b := Real.pi)
    (fun θ _ => hderiv θ) hc'.continuousOn hf
  rw [h0, hpi] at hsub
  unfold neutralPotential shellPotential
  rw [← hsub, ← intervalIntegral.integral_const_mul, ← intervalIntegral.integral_const_mul]
  congr 1
  refine intervalIntegral.integral_congr fun θ _ => ?_
  have hne := (hd θ).ne'
  simp only [Function.comp_apply]
  field_simp

/-- For a field point outside the shell and a continuous `f` that is strictly convex on `[R - a, R +
a]`, the potential of the neutral system at that point is negative. -/
theorem neutralPotential_neg {f : ℝ → ℝ} (hf : Continuous f) {a R : ℝ} (ha : 0 < a)
    (haR : a < R) (hconv : StrictConvexOn ℝ (Icc (R - a) (R + a)) f) :
    neutralPotential f a R < 0 := by
  have hR : 0 < R := ha.trans haR
  have hm : Continuous fun t => f (R - t) := hf.comp (continuous_const.sub continuous_id)
  have hp : Continuous fun t => f (R + t) := hf.comp (continuous_const.add continuous_id)
  -- pair the distances R - t and R + t
  have hpos : 0 < ∫ t in (0 : ℝ)..a, (f (R - t) + f (R + t) - 2 * f R) := by
    refine intervalIntegral.intervalIntegral_pos_of_pos_on
      (((hm.add hp).sub continuous_const).intervalIntegrable _ _) (fun t ht => ?_) ha
    obtain ⟨h0, h1⟩ := ht
    have h := hconv.2 (x := R - t) ⟨by linarith, by linarith⟩ (y := R + t)
      ⟨by linarith, by linarith⟩ (by linarith) (a := 1 / 2) (b := 1 / 2)
      (by norm_num) (by norm_num) (by norm_num)
    simp only [smul_eq_mul] at h
    rw [show 1 / 2 * (R - t) + 1 / 2 * (R + t) = R by ring] at h
    linarith
  rw [intervalIntegral.integral_sub ((hm.add hp).intervalIntegrable _ _)
      (continuous_const.intervalIntegrable _ _),
    intervalIntegral.integral_add (hm.intervalIntegrable _ _) (hp.intervalIntegrable _ _),
    intervalIntegral.integral_comp_sub_left, intervalIntegral.integral_comp_add_left,
    intervalIntegral.integral_const, sub_zero, sub_zero, add_zero, smul_eq_mul,
    intervalIntegral.integral_add_adjacent_intervals (hf.intervalIntegrable _ _)
      (hf.intervalIntegrable _ _)] at hpos
  have hk : 0 < 1 / (2 * a * R) := by positivity
  have h := mul_pos hk hpos
  have he : f R / R = 1 / (2 * a * R) * (a * (2 * f R)) := by field_simp
  rw [neutralPotential_eq hf ha haR, he]
  linarith

end

end NeutralShell
```

The error:

```
Main.lean:77:14: error: Application type mismatch: The argument
  hconv
has type
  StrictConvexOn ℝ (Icc (R - a) (R + a)) f
but is expected to have type
  1 / 2 ∧ 1 / 2
in the application
  hconv.right
Main.lean:77:22: error: Invalid argument name `x` for function `And.right`
Main.lean:78:53: error(lean.synthInstanceFailed): failed to synthesize instance of type class
  HDiv ℕ ℕ Prop

Hint: Type class instance resolution failures can be inspected with the `set_option trace.Meta.synthInstance true` command.
Main.lean:78:66: error(lean.synthInstanceFailed): failed to synthesize instance of type class
  HDiv ℕ ℕ Prop

Hint: Type class instance resolution failures can be inspected with the `set_option trace.Meta.synthInstance true` command.
Main.lean:83:6: error: Tactic `rewrite` failed: Did not find an occurrence of the pattern
  ∫ (x : ℝ) in ?m.252..?m.253, ((fun t => f (R - t)) + fun t => f (R + t)) x - ?m.246 ∂?m.249
in the target expression
  0 < ∫ (t : ℝ) in 0..a, f (R - t) + f (R + t) - 2 * f R

f : ℝ → ℝ
hf : Continuous f
a R : ℝ
ha : 0 < a
haR : a < R
hconv : StrictConvexOn ℝ (Icc (R - a) (R + a)) f
hR : 0 < R
hm : Continuous fun t => f (R - t)
hp : Continuous fun t => f (R + t)
hpos : 0 < ∫ (t : ℝ) in 0..a, f (R - t) + f (R + t) - 2 * f R
⊢ neutralPotential f a R < 0
```

Fix (accepted with no message):

```diff
@@ -75,14 +75,17 @@
       (((hm.add hp).sub continuous_const).intervalIntegrable _ _) (fun t ht => ?_) ha
     obtain ⟨h0, h1⟩ := ht
-    have h := hconv.2 (x := R - t) ⟨by linarith, by linarith⟩ (y := R + t)
-      ⟨by linarith, by linarith⟩ (by linarith) (a := 1 / 2) (b := 1 / 2)
-      (by norm_num) (by norm_num) (by norm_num)
+    have hx : R - t ∈ Icc (R - a) (R + a) := ⟨by linarith, by linarith⟩
+    have hy : R + t ∈ Icc (R - a) (R + a) := ⟨by linarith, by linarith⟩
+    have hlt : R - t < R + t := by linarith
+    have h := hconv.2 hx hy hlt.ne (by norm_num : (0 : ℝ) < 1 / 2)
+      (by norm_num : (0 : ℝ) < 1 / 2) (by norm_num)
     simp only [smul_eq_mul] at h
     rw [show 1 / 2 * (R - t) + 1 / 2 * (R + t) = R by ring] at h
     linarith
-  rw [intervalIntegral.integral_sub ((hm.add hp).intervalIntegrable _ _)
+  have hmp : Continuous fun t => f (R - t) + f (R + t) := hm.add hp
+  rw [intervalIntegral.integral_sub (hmp.intervalIntegrable _ _)
       (continuous_const.intervalIntegrable _ _),
     intervalIntegral.integral_add (hm.intervalIntegrable _ _) (hp.intervalIntegrable _ _),
-    intervalIntegral.integral_comp_sub_left, intervalIntegral.integral_comp_add_left,
+    intervalIntegral.integral_comp_sub_left f R, intervalIntegral.integral_comp_add_left f R,
     intervalIntegral.integral_const, sub_zero, sub_zero, add_zero, smul_eq_mul,
     intervalIntegral.integral_add_adjacent_intervals (hf.intervalIntegrable _ _)
```

What went wrong. The first four errors have one source. `hconv.2` is read as `And.right`, whose own implicit arguments `a` and `b` are propositions. The named arguments `(a := 1 / 2)` and `(b := 1 / 2)` go to those instead of to the convexity weights, so Lean looks for a division with values in `Prop`, and `And.right` has no argument `x`. The repair names no arguments: `hx` and `hy` fix the points, and the typed positivity proofs fix the weights. It also proves that the points differ by `hlt.ne`, since `linarith` does not prove a `≠` goal.

The last error is a failed match in `rw`. `hm.add hp` presents the integrand as a sum of two functions applied to `x`, while the goal has the sum of their values written out. `hmp` states continuity in that written-out form, so the pattern of `integral_sub` matches.

The arguments `f R` added to the two substitution lemmas spell out the function and the shift. The rewrite stopped before reaching them, so the messages do not show whether they were needed.
